# Configurations of finitely many particles in the plane with two at the same point have measure zero

The theorem `ae_injective` says that if N labelled point particles are placed in the Euclidean plane, then for almost every choice of their positions no two sit at the same point. In mathematical terms, the maps `x : Fin N → Plane` that fail to be injective form a null set for the volume measure on configuration space. N is any finite number, and no wavefunction, Hamiltonian or interaction enters. For each pair i ≠ j the attempt writes the coincidence set as the kernel of the linear map sending x to x i - x j, shows that this kernel is not the whole space, and uses the fact that a proper subspace has measure zero. It then combines the statements for all pairs.

As first written in Lean, the proof fails:

```lean
import Mathlib

open MeasureTheory
open scoped ENNReal Pointwise

namespace AeInjective

noncomputable section

/-- The Euclidean plane in which the particles move. -/
abbrev Plane := EuclideanSpace ℝ (Fin 2)

/-- In almost every configuration no two particles coincide. -/
theorem ae_injective (N : ℕ) : ∀ᵐ x : Fin N → Plane, Function.Injective x := by
  have h : ∀ i j : Fin N, i ≠ j → ∀ᵐ x : Fin N → Plane, x i ≠ x j := by
    intro i j hij
    -- coincidence of two particles is a proper linear subspace
    let L : (Fin N → Plane) →ₗ[ℝ] Plane := LinearMap.proj i - LinearMap.proj j
    have hL : LinearMap.ker L ≠ ⊤ := by
      intro htop
      obtain ⟨v, hv⟩ := exists_ne (0 : Plane)
      have hm : Pi.single i v ∈ LinearMap.ker L := by rw [htop]; trivial
      have h0 := LinearMap.mem_ker.1 hm
      simp [L, Pi.single_eq_of_ne hij.symm] at h0
      exact hv h0
    rw [ae_iff]
    refine measure_mono_null (fun x hx => ?_) (Measure.addHaar_submodule volume _ hL)
    have hx' : x i = x j := not_not.1 hx
    exact LinearMap.mem_ker.2 (by simp [L, hx'])
  have h' : ∀ᵐ x : Fin N → Plane, ∀ i j, i ≠ j → x i ≠ x j := by
    rw [ae_all_iff]
    intro i
    rw [ae_all_iff]
    intro j
    by_cases hij : i = j
    · exact Filter.Eventually.of_forall fun x hne => absurd hij hne
    · filter_upwards [h i j hij] with x hx _ using hx
  filter_upwards [h'] with x hx i j hij
  by_contra hne
  exact hx i j hne hij

end

end AeInjective
```

The error:

```
Main.lean:18:43: error: typeclass instance problem is stuck, it is often due to metavariables
  (i : Fin N) → Module ?m.39 (?m.42 i)
```

After these edits no error is left:

```diff
@@ -16,9 +16,13 @@
     intro i j hij
     -- coincidence of two particles is a proper linear subspace
-    let L : (Fin N → Plane) →ₗ[ℝ] Plane := LinearMap.proj i - LinearMap.proj j
+    let L : (Fin N → Plane) →ₗ[ℝ] Plane :=
+      LinearMap.proj (R := ℝ) (φ := fun _ : Fin N => Plane) i -
+        LinearMap.proj (R := ℝ) (φ := fun _ : Fin N => Plane) j
     have hL : LinearMap.ker L ≠ ⊤ := by
       intro htop
       obtain ⟨v, hv⟩ := exists_ne (0 : Plane)
-      have hm : Pi.single i v ∈ LinearMap.ker L := by rw [htop]; trivial
+      have hm : (Pi.single i v : Fin N → Plane) ∈ LinearMap.ker L := by
+        rw [htop]
+        exact Submodule.mem_top
       have h0 := LinearMap.mem_ker.1 hm
       simp [L, Pi.single_eq_of_ne hij.symm] at h0
```

Diagnosis. The message points at the first `LinearMap.proj i` in the definition of `L`. Lean needs a module structure on the spaces being projected from, but both the scalars (`?m.39`) and the family of spaces (`?m.42`) are still unknown, so the instance search is stuck. The type written for `L` would settle both, but Lean elaborates the operands of a subtraction first without that expected type, and `i` alone fixes only the index type. The repair supplies `R := ℝ` and the constant family `φ := fun _ : Fin N => Plane` to both projections, so the instance can be found.

The diff also states the type of `Pi.single i v` and replaces `trivial` with `Submodule.mem_top`. These make the function's type and the reason for membership explicit. No message concerns those lines, which come after the error in the same proof block, so nothing here shows whether the old forms would have failed.
